# For a rigid linear rotor, the high-temperature ortho–para ratio tends to the ratio of nuclear-spin weights

Hydrogen gas in equilibrium at very low temperature is almost entirely para-hydrogen, with its molecules in the level $J=0$. If equilibrium is maintained on warming, the ortho fraction rises towards three quarters. Exchange symmetry of the two protons ties the single antisymmetric nuclear-spin state to even $J$ (para) and the three symmetric ones to odd $J$ (ortho). The value $3/4$ is thus the share of spin states alone, as if rotation did not distinguish the two species. Yet the even levels have degeneracies $1,5,9,\dots$ and the odd levels $3,7,11,\dots$, so it has to be shown that rotation favours neither at high temperature.

Take a rigid linear rotor with energies $k_B\theta J(J+1)$, where $\theta>0$ is the rotational temperature, and put $b=\theta/T$. Write $f_J=e^{-bJ(J+1)}$ and
$$E=\sum_{k\ge0}(4k+1)f_{2k},\qquad O=\sum_{k\ge0}(4k+3)f_{2k+1},\qquad G=\sum_{k\ge0}f_{2k+1}.$$
The claim is that $E/O\to1$ as $b\to0$ from above.

## Comparing each odd level with its neighbours

For $b>0$ all three series converge, since $f_J\le e^{-bJ}$. Because $f_J$ does not increase with $J$,
$$(4k+3)f_{2k+1}\le(4k+1)f_{2k}+2f_{2k+1},$$
$$(4k+5)f_{2k+2}\le(4k+3)f_{2k+1}+2f_{2k+1}.$$
Summing over $k$ gives $O\le E+2G$ and $E-1\le O+2G$, where the 1 is the $J=0$ term. Hence
$$|E-O|\le1+2G.$$

Next, $G$ is small compared with $O$. Let $N$ be a natural number. If $k<N$, then $Nf_{2k+1}\le N$. If $k\ge N$, then $N\le4k+3$, so $Nf_{2k+1}\le(4k+3)f_{2k+1}$. Summing over $k$,
$$NG\le N^2+O.$$

Moreover, $O\to\infty$. The sum of the first $N$ odd terms is continuous in $b$ and is at least $N$ at $b=0$. Given $M$, choose $N>M$; for small $b>0$ this partial sum exceeds $M$, and $O$ is at least as large.

Finally, given $\varepsilon>0$, choose $N>3/\varepsilon$ and take $b$ so small that $O>N+2N^2$. Then
$$N|E-O|\le N+2NG\le N+2N^2+2O<3O<N\varepsilon O,$$
and dividing by $NO$ gives $|E/O-1|<\varepsilon$.

If even and odd levels carry spin weights $w_E$ and $w_O$, the odd fraction is
$$\frac{w_OO}{w_EE+w_OO}=\frac{w_O}{w_E(E/O)+w_O}\longrightarrow\frac{w_O}{w_E+w_O},$$
provided $w_E+w_O\ne0$. With $w_E=w\ne0$ and $w_O=rw$, the odd-to-even ratio is $r(E/O)^{-1}\to r$.

## Levels and convergent sums in Lean

```lean
import Mathlib

open Filter Topology

namespace OrthoParaHighTemperature

noncomputable section
```

The parameter `b` is a real number and the level `J` a natural number. The function `boltzmann b J` is $f_J$.

```lean
/-- Boltzmann factor `exp(-b J(J+1))` of the linear-rotor level `J`, where `b` is the
rotational temperature divided by the temperature. -/
def boltzmann (b : ℝ) (J : ℕ) : ℝ := Real.exp (-b * ((J : ℝ) * ((J : ℝ) + 1)))
```

The population is unnormalised: it is the degeneracy times the Boltzmann factor, without division by a partition function.

```lean
/-- Unnormalised rotational population of level `J`: degeneracy `2J+1` times Boltzmann factor. -/
def population (b : ℝ) (J : ℕ) : ℝ := (2 * (J : ℝ) + 1) * boltzmann b J
```

The sums $E$ and $O$ are infinite series over `k`, with $J=2k$ and $J=2k+1$; no level is truncated.

```lean
/-- Rotational sum over the even levels `J = 0, 2, 4, ...`, for `b > 0`. -/
def evenSum (b : ℝ) : ℝ := ∑' k : ℕ, population b (2 * k)

/-- Rotational sum over the odd levels `J = 1, 3, 5, ...`, for `b > 0`. -/
def oddSum (b : ℝ) : ℝ := ∑' k : ℕ, population b (2 * k + 1)
```

Two sign facts and the monotonicity of $f_J$ come first.

```lean
/-- Boltzmann factors are positive. -/
lemma boltzmann_pos (b : ℝ) (J : ℕ) : 0 < boltzmann b J := Real.exp_pos _

/-- Rotational populations are nonnegative. -/
lemma population_nonneg (b : ℝ) (J : ℕ) : 0 ≤ population b J :=
  mul_nonneg (by positivity) (boltzmann_pos b J).le

/-- For `b ≥ 0` the Boltzmann factor does not increase with `J`. -/
lemma boltzmann_antitone {b : ℝ} (hb : 0 ≤ b) : Antitone (boltzmann b) := by
  intro i j hij
  have h : (i : ℝ) ≤ j := by exact_mod_cast hij
  have h2 : (i : ℝ) * (i + 1) ≤ (j : ℝ) * (j + 1) := by gcongr
  exact Real.exp_le_exp.2 (by nlinarith [mul_le_mul_of_nonneg_left h2 hb])
```

Convergence follows from the comparison with $(2J+1)e^{-bJ}$. The even and odd series are subseries of a convergent series of nonnegative terms, and $G$ is bounded term by term by $O$.

```lean
/-- For `b > 0` the sums of the populations over even `J` and over odd `J`, and the sum of the
bare Boltzmann factors over odd `J`, all converge. -/
theorem summable_levels {b : ℝ} (hb : 0 < b) :
    Summable (fun k : ℕ => population b (2 * k)) ∧
    Summable (fun k : ℕ => population b (2 * k + 1)) ∧
    Summable (fun k : ℕ => boltzmann b (2 * k + 1)) := by
  have h1 := Real.summable_pow_mul_exp_neg_nat_mul 1 hb
  have h0 := Real.summable_pow_mul_exp_neg_nat_mul 0 hb
  have hs : Summable (fun J : ℕ => (2 * (J : ℝ) + 1) * Real.exp (-b * J)) :=
    ((h1.mul_left 2).add h0).congr (fun J => by simp only [pow_one, pow_zero]; ring)
  -- compare exp(-b J(J+1)) with exp(-b J)
  have hp : Summable (population b) := by
    refine Summable.of_nonneg_of_le (population_nonneg b) (fun J => ?_) hs
    refine mul_le_mul_of_nonneg_left (Real.exp_le_exp.2 ?_) (by positivity)
    nlinarith [mul_nonneg hb.le (sq_nonneg (J : ℝ))]
  have ie : Function.Injective (fun k : ℕ => 2 * k) := fun i j h => by
    have h' : 2 * i = 2 * j := h
    omega
  have io : Function.Injective (fun k : ℕ => 2 * k + 1) := fun i j h => by
    have h' : 2 * i + 1 = 2 * j + 1 := h
    omega
  have ho : Summable (fun k : ℕ => population b (2 * k + 1)) := hp.comp_injective io
  refine ⟨hp.comp_injective ie, ho, ?_⟩
  refine Summable.of_nonneg_of_le (fun k => (boltzmann_pos b _).le) (fun k => ?_) ho
  refine le_mul_of_one_le_left (boltzmann_pos b _).le ?_
  have h : (0 : ℝ) ≤ ((2 * k + 1 : ℕ) : ℝ) := Nat.cast_nonneg _
  linarith
```

## The two bounds and the growth of the odd sum

In the next theorem, `h1` and `h2` are the comparisons with the even neighbours below and above. The lemma `hasSum_le` turns each termwise inequality into one between sums, and `h3` splits off the $J=0$ term.

```lean
/-- For `b > 0` the even and odd rotational sums differ by at most one plus twice the sum of the
bare Boltzmann factors over odd `J`. -/
theorem abs_even_sub_odd_le {b : ℝ} (hb : 0 < b) :
    |evenSum b - oddSum b| ≤ 1 + 2 * ∑' k : ℕ, boltzmann b (2 * k + 1) := by
  obtain ⟨hE, hO, hG⟩ := summable_levels hb
  -- each odd level against the even level below it
  have h1 : oddSum b ≤ evenSum b + 2 * ∑' k : ℕ, boltzmann b (2 * k + 1) := by
    refine hasSum_le (fun k => ?_) hO.hasSum (hE.hasSum.add (hG.hasSum.mul_left 2))
    have h := boltzmann_antitone hb.le (show 2 * k ≤ 2 * k + 1 by omega)
    have h' := mul_le_mul_of_nonneg_left h (show (0 : ℝ) ≤ 4 * k + 1 by positivity)
    unfold population
    push_cast
    linarith
  -- each odd level against the even level above it
  have h2 : ∑' k : ℕ, population b (2 * (k + 1))
      ≤ oddSum b + 2 * ∑' k : ℕ, boltzmann b (2 * k + 1) := by
    refine hasSum_le (fun k => ?_) ((summable_nat_add_iff 1).2 hE).hasSum
      (hO.hasSum.add (hG.hasSum.mul_left 2))
    have h := boltzmann_antitone hb.le (show 2 * k + 1 ≤ 2 * (k + 1) by omega)
    have h' := mul_le_mul_of_nonneg_left h (show (0 : ℝ) ≤ 4 * k + 5 by positivity)
    unfold population
    push_cast
    linarith
  have h3 : evenSum b = population b (2 * 0) + ∑' k : ℕ, population b (2 * (k + 1)) :=
    hE.tsum_eq_zero_add
  have h4 : population b (2 * 0) = 1 := by simp [population, boltzmann]
  rw [abs_le]
  constructor <;> linarith
```

For $NG\le N^2+O$, the separate treatment of the first $N$ levels is written as a series that equals 1 for $k<N$ and 0 afterwards. Its sum is $N$ (`hI`), and multiplying by $N$ gives $N^2$. The case split `by_cases hk` then follows the two cases above.

```lean
/-- For `b > 0` and every natural `N`, `N` times the sum of the bare Boltzmann factors over odd
`J` is at most `N²` plus the odd rotational sum. -/
theorem mul_boltzmann_sum_le {b : ℝ} (hb : 0 < b) (N : ℕ) :
    N * ∑' k : ℕ, boltzmann b (2 * k + 1) ≤ (N : ℝ) * N + oddSum b := by
  obtain ⟨-, hO, hG⟩ := summable_levels hb
  have hI : HasSum (fun k : ℕ => if k ∈ Finset.range N then (1 : ℝ) else 0) N := by
    have h : HasSum (fun k : ℕ => if k ∈ Finset.range N then (1 : ℝ) else 0)
        (∑ k ∈ Finset.range N, (if k ∈ Finset.range N then (1 : ℝ) else 0)) :=
      hasSum_sum_of_ne_finset_zero (fun k hk => if_neg hk)
    have e : ∑ k ∈ Finset.range N, (if k ∈ Finset.range N then (1 : ℝ) else 0) = N := by
      rw [Finset.sum_congr rfl (fun k hk => if_pos hk)]
      simp
    convert h using 1
    exact e.symm
  refine hasSum_le (fun k => ?_) (hG.hasSum.mul_left (N : ℝ))
    ((hI.mul_left (N : ℝ)).add hO.hasSum)
  by_cases hk : k ∈ Finset.range N
  · -- low levels: the Boltzmann factor is at most one
    have h := boltzmann_antitone hb.le (Nat.zero_le (2 * k + 1))
    have h0 : boltzmann b 0 = 1 := by simp [boltzmann]
    rw [h0] at h
    have h' := mul_le_mul_of_nonneg_left h (Nat.cast_nonneg (α := ℝ) N)
    rw [if_pos hk]
    linarith [population_nonneg b (2 * k + 1)]
  · -- high levels: the degeneracy exceeds N
    have hkN : N ≤ k := by simpa using hk
    have hc : (N : ℝ) ≤ k := by exact_mod_cast hkN
    have hd : (N : ℝ) ≤ 2 * ((2 * k + 1 : ℕ) : ℝ) + 1 := by
      push_cast
      linarith [Nat.cast_nonneg (α := ℝ) k]
    have h' := mul_le_mul_of_nonneg_right hd (boltzmann_pos b (2 * k + 1)).le
    rw [if_neg hk, mul_zero, zero_add]
    exact h'
```

The filter `𝓝[>] 0` expresses the approach to 0 through positive values, and `atTop` expresses growth without bound. The proof uses continuity of the finite sum `hc` and its value at $b=0$ in `h0`.

```lean
/-- The odd rotational sum grows without bound as `b` tends to 0 from above. -/
theorem oddSum_tendsto_atTop : Tendsto oddSum (𝓝[>] 0) atTop := by
  refine tendsto_atTop.2 (fun M => ?_)
  obtain ⟨N, hN⟩ := exists_nat_gt M
  have hc : Continuous (fun b : ℝ => ∑ k ∈ Finset.range N, population b (2 * k + 1)) := by
    refine continuous_finsetSum _ (fun k _ => ?_)
    unfold population boltzmann
    fun_prop
  -- at b = 0 the first N odd levels already contribute more than M
  have h0 : M < ∑ k ∈ Finset.range N, population 0 (2 * k + 1) := by
    have h : ∑ k ∈ Finset.range N, (1 : ℝ) ≤ ∑ k ∈ Finset.range N, population 0 (2 * k + 1) := by
      refine Finset.sum_le_sum (fun k _ => ?_)
      have e : population 0 (2 * k + 1) = 2 * ((2 * k + 1 : ℕ) : ℝ) + 1 := by
        simp [population, boltzmann]
      have hp : (0 : ℝ) ≤ ((2 * k + 1 : ℕ) : ℝ) := Nat.cast_nonneg _
      linarith
    have e : ∑ k ∈ Finset.range N, (1 : ℝ) = N := by simp
    linarith
  have hev := (hc.tendsto 0).eventually (lt_mem_nhds h0)
  filter_upwards [self_mem_nhdsWithin, nhdsWithin_le_nhds hev] with b hb hM
  exact hM.le.trans ((summable_levels hb).2.1.sum_le_tsum (Finset.range N)
    (fun k _ => population_nonneg b _))
```

## From equal sums to spin weights

The main limit repeats the $\varepsilon$ argument: `h1` and `h2` are the two bounds, `h3` is $3O<N\varepsilon O$, and the final steps cancel the positive factor $N$.

```lean
/-- The ratio of the even to the odd rotational sum tends to 1 as `b` tends to 0 from above. -/
theorem even_div_odd_tendsto_one :
    Tendsto (fun b => evenSum b / oddSum b) (𝓝[>] 0) (𝓝 1) := by
  refine Metric.tendsto_nhds.2 (fun ε hε => ?_)
  obtain ⟨N, hN⟩ := exists_nat_gt (3 / ε)
  have hN0 : (0 : ℝ) < N := lt_trans (by positivity) hN
  have hNε : 3 < N * ε := (div_lt_iff₀ hε).1 hN
  filter_upwards [self_mem_nhdsWithin,
    oddSum_tendsto_atTop.eventually_gt_atTop ((N : ℝ) + 2 * (N * N))] with b hb hO
  have hpos : 0 < oddSum b := lt_trans (by positivity) hO
  rw [Real.dist_eq, div_sub_one hpos.ne', abs_div, abs_of_pos hpos, div_lt_iff₀ hpos]
  -- N |E - O| ≤ N + 2N² + 2 O < 3 O < N ε O
  have h1 := mul_le_mul_of_nonneg_left (abs_even_sub_odd_le hb) hN0.le
  have h2 := mul_boltzmann_sum_le hb N
  have h3 := mul_lt_mul_of_pos_right hNε hpos
  refine lt_of_mul_lt_mul_left ?_ hN0.le
  linarith
```

Temperature enters through $b=\theta/T$, which stays positive for $T>0$ and tends to 0.

```lean
/-- For a positive rotational temperature `θ`, the parameter `θ / T` tends to 0 from above as
the temperature `T` tends to infinity. -/
lemma theta_div_tendsto {θ : ℝ} (hθ : 0 < θ) :
    Tendsto (fun T : ℝ => θ / T) atTop (𝓝[>] 0) := by
  refine tendsto_nhdsWithin_iff.2 ⟨tendsto_const_nhds.div_atTop tendsto_id, ?_⟩
  filter_upwards [eventually_gt_atTop (0 : ℝ)] with T hT
  exact div_pos hθ hT
```

The weights stand for the numbers of nuclear-spin states that exchange symmetry allows with each parity of $J$. They are supplied as real numbers, not derived from the nuclear spins.

```lean
/-- If odd levels carry `r` times the nonzero nuclear-spin weight `w` of even levels, and `θ > 0`,
the odd-to-even population ratio tends to `r` as the temperature tends to infinity. -/
theorem spin_weighted_ratio_tendsto {θ w : ℝ} (hθ : 0 < θ) (hw : w ≠ 0) (r : ℝ) :
    Tendsto (fun T => (r * w * oddSum (θ / T)) / (w * evenSum (θ / T))) atTop (𝓝 r) := by
  have h := ((even_div_odd_tendsto_one.comp (theta_div_tendsto hθ)).inv₀ one_ne_zero).const_mul r
  rw [inv_one, mul_one] at h
  refine h.congr (fun T => ?_)
  simp only [Function.comp_apply]
  rw [inv_div, mul_assoc, mul_div_assoc, mul_div_mul_left _ _ hw]
```

The hypothesis `hw : w ≠ 0` is needed here. For $w=0$ and $r=3$ no level carries any weight, the quotient is $0/0$ at every temperature, which Lean evaluates as 0, and so it does not tend to 3.

For the fraction, numerator and denominator are divided by $O$. This sum is positive for every $T>0$; the proof needs that only for large $T$, where it follows from $O\to\infty$.

```lean
/-- For `θ > 0` and spin weights `wE`, `wO` of even and odd levels with nonzero sum, the fraction
of molecules in odd levels tends to `wO / (wE + wO)` as the temperature tends to infinity. -/
theorem odd_fraction_tendsto {θ wE wO : ℝ} (hθ : 0 < θ) (hw : wE + wO ≠ 0) :
    Tendsto (fun T => wO * oddSum (θ / T) / (wE * evenSum (θ / T) + wO * oddSum (θ / T)))
      atTop (𝓝 (wO / (wE + wO))) := by
  have hr := even_div_odd_tendsto_one.comp (theta_div_tendsto hθ)
  have hd := (hr.const_mul wE).add_const wO
  rw [mul_one] at hd
  refine ((tendsto_const_nhds (x := wO)).div hd hw).congr' ?_
  filter_upwards [(oddSum_tendsto_atTop.comp (theta_div_tendsto hθ)).eventually_gt_atTop 0]
    with T hT
  have hO : oddSum (θ / T) ≠ 0 := ne_of_gt hT
  have e : wE * evenSum (θ / T) + wO * oddSum (θ / T)
      = (wE * (evenSum (θ / T) / oddSum (θ / T)) + wO) * oddSum (θ / T) := by
    rw [add_mul, mul_assoc, div_mul_cancel₀ _ hO]
  rw [e, mul_div_mul_right _ _ hO]
  rfl
```

Hydrogen is the case $w_E=1$, $w_O=3$. There "ortho" means odd $J$; in deuterium the name belongs to even $J$, so the theorems speak of parity.

```lean
/-- With spin weight 1 for even and 3 for odd levels, as in molecular hydrogen, and `θ > 0`, the
fraction of molecules in odd levels tends to 3/4 as the temperature tends to infinity. -/
theorem hydrogen_ortho_fraction {θ : ℝ} (hθ : 0 < θ) :
    Tendsto (fun T => 3 * oddSum (θ / T) / (1 * evenSum (θ / T) + 3 * oddSum (θ / T)))
      atTop (𝓝 (3 / 4)) := by
  have h := odd_fraction_tendsto (wE := 1) (wO := 3) hθ (by norm_num)
  have e : (3 : ℝ) / (1 + 3) = 3 / 4 := by norm_num
  rwa [e] at h

end

end OrthoParaHighTemperature
```

```lean
#print axioms OrthoParaHighTemperature.spin_weighted_ratio_tendsto
#print axioms OrthoParaHighTemperature.hydrogen_ortho_fraction
```

```
'OrthoParaHighTemperature.spin_weighted_ratio_tendsto' depends on axioms: [propext, Classical.choice, Quot.sound]
'OrthoParaHighTemperature.hydrogen_ortho_fraction' depends on axioms: [propext, Classical.choice, Quot.sound]
```

For rigid linear rotors, the equality of the two sums in the limit is what lies behind the symmetry number 2 in the high-temperature partition function of a homonuclear molecule. The theorems give the limit but no rate of approach. Applying them to a gas takes one further physical step: its molecules must be in ortho–para equilibrium over rigid-rotor levels, at temperatures well above $\theta$ yet low enough for that level pattern to remain a good description.
